# The SP2 idempotency error does not tend to zero for strictly fractional levels and a non-integer target between 0 and the number of levels

An SP2 purification loop that is given a non-integer electron number can run to its iteration limit without settling. If every initial occupation lies strictly between 0 and 1 and the non-integer target lies between 0 and the number of levels, a higher limit does not make the iteration converge: in exact arithmetic the idempotency error is, at arbitrarily late steps, at least a positive value fixed by the target alone.

## An error that keeps returning to at least one third of the distance to the nearest integer

Let $x_1,\dots,x_n$ be the occupations of $n$ levels, and let $N$ be the target electron number, with $0<N<n$. Write

$$T=\sum_i x_i,\qquad e=\sum_i (x_i-x_i^2),\qquad d=\min_{m\in\mathbb Z}|N-m| .$$

One SP2 step replaces every $x_i$ by $x_i^2$ if $T\ge N$, and by $2x_i-x_i^2$ if $T<N$. Let $T_k$ and $e_k$ be the values after $k$ steps. If all initial occupations lie in $(0,1)$, then for every $K$ there is a step $k\ge K$ with

$$e_k\ \ge\ \frac d3 .$$

For non-integer $N$ the right-hand side is positive, so $e_k$ does not tend to zero. The electron number $T_k$ has no limit either.

## The stopping test in a density-matrix code

In linear-scaling electronic structure the iteration acts on a density matrix $X$ in an orthonormal basis. The code forms $X^2$, compares $\operatorname{Tr}X$ with $N$, and continues with $X^2$ or $2X-X^2$. Both polynomials act on the eigenvalues of $X$ separately, and these are the $x_i$ above. The error $e=\operatorname{Tr}X-\operatorname{Tr}X^2$ costs only two traces, which makes it a convenient stopping criterion.

A non-integer target can arise without anyone asking for a fractional charge: a spin-restricted code that uses half the electron count as its target gets a half-integer for an odd number of electrons.

A small error at a single step is no safeguard. One level with occupation $0.999$ and target $1/2$ has $e=0.000999$ before the first step, so a tolerance of $10^{-3}$ accepts it with almost half an electron too many. A check that $N$ is an integer, made before the loop, rejects the target in both cases. It does not turn a small error into a sufficient test: two levels with occupation $0.9999$ and target $1$ have $e\approx0.0002$ and almost one electron too many. Comparing $T$ with $N$ when the loop stops detects that.

## Why crossing the target needs a large error

**The occupations stay in range.** If $0<x<1$, then $0<x^2<1$, and $2x-x^2=1-(1-x)^2$ also lies in $(0,1)$. Hence $e_k\ge 0$ throughout.

**A step moves the electron number by exactly $e$.** Summing the two polynomials gives

$$\sum_i x_i^2=T-e,\qquad \sum_i(2x_i-x_i^2)=T+e .$$

**The electron number is within $2e$ of an integer.** Let $m_i=0$ if $x_i\le\tfrac12$ and $m_i=1$ otherwise. In the first case

$$2(x_i-x_i^2)-x_i=x_i(1-2x_i)\ge0,$$

and in the second

$$2(x_i-x_i^2)-(1-x_i)=(1-x_i)(2x_i-1)\ge0 .$$

So $|x_i-m_i|\le2(x_i-x_i^2)$ in both cases. With $m=\sum_i m_i$, summation gives $|T-m|\le2e$.

**A crossing bounds $d$.** Suppose that a step carries $T$ from one side of $N$ to the other. Either $T-e<N\le T$ or $T<N\le T+e$, and in both cases $|N-T|\le e$. Therefore

$$d\le|N-m|\le|N-T|+|T-m|\le 3e .$$

**The error cannot stay below $d/3$.** Suppose that $e_k<d/3$ for all $k\ge K$. Then no crossing occurs from step $K$ on, and the same polynomial is used forever.

- If it is $x^2$, an occupation $x_i$ at step $K$ becomes $x_i^{2^j}$ after $j$ more steps, which tends to 0. So $T_k\to0$, although $T_k\ge N>0$.
- If it is $2x-x^2$, the hole $1-x_i$ is squared at each step, because $1-(2x_i-x_i^2)=(1-x_i)^2$. All holes tend to 0 and $T_k\to n$, although $T_k<N<n$.

Both cases are contradictory, which proves the bound.

**The electron number does not converge.** Since $|T_{k+1}-T_k|=e_k$, a limit of $T_k$ would force $e_k\to0$.

**One level, half an electron.** Take $n=1$, $N=\tfrac12$ and the initial occupation $g=(\sqrt5-1)/2$, which satisfies $g^2=1-g$. Since $g>\tfrac12$, the first step gives $1-g<\tfrac12$. The second gives $1-(1-(1-g))^2=1-g^2=g$. The occupation alternates between $g$ and $1-g$, and the error is always $g-g^2=2g-1=\sqrt5-2\approx0.236$, above $d/3=1/6$. This alternation is unstable: two steps multiply a small deviation from $g$ by about $4g^2\approx1.53$, so a nearby starting occupation moves away from it.

## The iteration on occupation vectors in Lean

The occupations are a function `x : Fin n → ℝ`. The definitions `electronNumber` and `idempotencyError` are $T$ and $e$, and `sp2Iterate N x k` is the vector after `k` steps, with `k = 0` the initial one. In `sp2Step` a tie $T=N$ leads to squaring. The expression `|N - round N|` is $d$.

The hypothesis `hx` puts every initial occupation strictly between 0 and 1. In a code this corresponds to an initial matrix scaled with spectral bounds that lie strictly outside the spectrum. The hypotheses `h0` and `h1` say $0<N<n$, which also forces at least one level, and `hN` says that $N$ differs from every integer. The conclusion of `error_not_tendsto_zero` is the negation of convergence to 0 as the step number grows.

The proof follows the derivation:

- `sp2Iterate_mem` keeps the occupations in range by induction on the step, and `electronNumber_step` gives the change by $\pm e$.
- `exists_integer_near` proves the one-level inequality with `nlinarith`, collects the integers $m_i$ with `choose`, and sums.
- `error_at_crossing` expresses a crossing as the failure of an equivalence between $N\le T$ after and before the step. It then combines `round_le` with the triangle inequality.
- `tendsto_of_squaring` handles repeated squaring. `error_recurs` applies it once to the occupations and once to the holes, after `same` and `all` have shown that the branch is fixed.
- `error_not_tendsto_zero` takes a step after which the error would stay below $d/3$ and contradicts `error_recurs`.
- `electronNumber_not_convergent` uses successive differences, and `half_electron_constant_error` proves by induction that the occupation is $g$ or $1-g$ at every step.

```lean
import Mathlib

open Filter Topology

namespace SP2FractionalElectronNumber

noncomputable section

/-- The electron number: the sum of the level occupations. -/
def electronNumber {n : ℕ} (x : Fin n → ℝ) : ℝ := ∑ i, x i

/-- The total idempotency error, the sum of `x - x²` over the levels. -/
def idempotencyError {n : ℕ} (x : Fin n → ℝ) : ℝ := ∑ i, (x i - x i ^ 2)

/-- One SP2 step with target `N`: square the occupations if the electron number is at least `N`,
and apply `2x - x²` otherwise. -/
def sp2Step {n : ℕ} (N : ℝ) (x : Fin n → ℝ) : Fin n → ℝ :=
  if N ≤ electronNumber x then fun i => x i ^ 2 else fun i => 2 * x i - x i ^ 2

/-- The occupations after `k` SP2 steps from the initial occupations `x`. -/
def sp2Iterate {n : ℕ} (N : ℝ) (x : Fin n → ℝ) : ℕ → Fin n → ℝ
  | 0 => x
  | k + 1 => sp2Step N (sp2Iterate N x k)

variable {n : ℕ} {N : ℝ} {x : Fin n → ℝ}

lemma sp2Step_of_le (h : N ≤ electronNumber x) : sp2Step N x = fun i => x i ^ 2 :=
  if_pos h

lemma sp2Step_of_not_le (h : ¬ N ≤ electronNumber x) :
    sp2Step N x = fun i => 2 * x i - x i ^ 2 :=
  if_neg h

/-- Occupations strictly between 0 and 1 remain so at every SP2 step. -/
lemma sp2Iterate_mem (hx : ∀ i, 0 < x i ∧ x i < 1) (k : ℕ) :
    ∀ i, 0 < sp2Iterate N x k i ∧ sp2Iterate N x k i < 1 := by
  induction k with
  | zero => exact hx
  | succ k ih =>
    intro i
    obtain ⟨h0, h1⟩ := ih i
    change 0 < sp2Step N (sp2Iterate N x k) i ∧ sp2Step N (sp2Iterate N x k) i < 1
    by_cases h : N ≤ electronNumber (sp2Iterate N x k)
    · rw [sp2Step_of_le h]
      constructor <;> nlinarith
    · rw [sp2Step_of_not_le h]
      constructor <;> nlinarith [mul_pos (sub_pos.mpr h1) (sub_pos.mpr h1)]

/-- An SP2 step lowers or raises the electron number by exactly the idempotency error. -/
theorem electronNumber_step (N : ℝ) (x : Fin n → ℝ) :
    electronNumber (sp2Step N x) =
      if N ≤ electronNumber x then electronNumber x - idempotencyError x
      else electronNumber x + idempotencyError x := by
  by_cases h : N ≤ electronNumber x
  · rw [sp2Step_of_le h, if_pos h]
    simp only [electronNumber, idempotencyError, Finset.sum_sub_distrib]
    ring
  · rw [sp2Step_of_not_le h, if_neg h]
    simp only [electronNumber, idempotencyError, Finset.sum_sub_distrib, ← Finset.mul_sum]
    ring

/-- For occupations strictly between 0 and 1, the electron number lies within twice the idempotency
error of some integer. -/
theorem exists_integer_near (hx : ∀ i, 0 < x i ∧ x i < 1) :
    ∃ m : ℤ, |electronNumber x - m| ≤ 2 * idempotencyError x := by
  -- each occupation is compared with the nearer of 0 and 1
  have key : ∀ i, ∃ m : ℤ, |x i - m| ≤ 2 * (x i - x i ^ 2) := by
    intro i
    obtain ⟨h0, h1⟩ := hx i
    rcases le_total (x i) (1 / 2) with h | h
    · refine ⟨0, ?_⟩
      rw [Int.cast_zero, sub_zero, abs_of_nonneg h0.le]
      nlinarith [mul_nonneg h0.le (sub_nonneg.mpr h)]
    · refine ⟨1, ?_⟩
      rw [Int.cast_one, abs_of_nonpos (by linarith)]
      nlinarith [mul_nonneg (sub_nonneg.mpr h1.le) (sub_nonneg.mpr h)]
  choose m hm using key
  refine ⟨∑ i, m i, ?_⟩
  unfold electronNumber idempotencyError
  rw [Int.cast_sum, ← Finset.sum_sub_distrib, Finset.mul_sum]
  exact (Finset.abs_sum_le_sum_abs _ _).trans (Finset.sum_le_sum fun i _ => hm i)

/-- Let all occupations lie strictly between 0 and 1. If a step carries the electron number across
the target, the distance from the target to the nearest integer is at most three times the
idempotency error before the step. -/
theorem error_at_crossing (hx : ∀ i, 0 < x i ∧ x i < 1)
    (hc : ¬ (N ≤ electronNumber (sp2Step N x) ↔ N ≤ electronNumber x)) :
    |N - round N| ≤ 3 * idempotencyError x := by
  obtain ⟨m, hm⟩ := exists_integer_near hx
  have hT : |N - electronNumber x| ≤ idempotencyError x := by
    rw [electronNumber_step] at hc
    by_cases h : N ≤ electronNumber x
    · rw [if_pos h] at hc
      have h' : ¬ N ≤ electronNumber x - idempotencyError x :=
        fun h' => hc ⟨fun _ => h, fun _ => h'⟩
      rw [abs_le]
      constructor <;> linarith
    · rw [if_neg h] at hc
      have h' : N ≤ electronNumber x + idempotencyError x := by
        by_contra h'
        exact hc ⟨fun a => absurd a h', fun a => absurd a h⟩
      rw [abs_le]
      constructor <;> linarith
  have h1 := round_le N m
  have h2 := abs_sub_le N (electronNumber x) (m : ℝ)
  linarith

/-- If all occupations start strictly between 0 and 1 and are squared at every step, the electron
number tends to zero. -/
lemma tendsto_of_squaring {y : ℕ → Fin n → ℝ} (h0 : ∀ i, 0 < y 0 i ∧ y 0 i < 1)
    (hs : ∀ j i, y (j + 1) i = y j i ^ 2) :
    Tendsto (fun j => electronNumber (y j)) atTop (𝓝 0) := by
  have p : ∀ j i, y j i = y 0 i ^ (2 ^ j) := by
    intro j
    induction j with
    | zero => intro i; simp
    | succ j ih => intro i; rw [hs, ih, ← pow_mul, pow_succ (2 : ℕ) j]
  have l : ∀ i, Tendsto (fun j => y j i) atTop (𝓝 0) := by
    intro i
    have h := (tendsto_pow_atTop_nhds_zero_of_lt_one (h0 i).1.le (h0 i).2).comp
      (tendsto_pow_atTop_atTop_of_one_lt (one_lt_two : (1 : ℕ) < 2))
    exact h.congr fun j => (p j i).symm
  have h := tendsto_finsetSum Finset.univ (fun i _ => l i)
  simpa [electronNumber] using h

/-- For initial occupations strictly between 0 and 1 and a target strictly between 0 and the number
of levels, at arbitrarily late SP2 steps the idempotency error is at least one third of the distance
from the target electron number to the nearest integer. -/
theorem error_recurs (hx : ∀ i, 0 < x i ∧ x i < 1) (h0 : 0 < N) (h1 : N < n) (K : ℕ) :
    ∃ k, K ≤ k ∧ |N - round N| / 3 ≤ idempotencyError (sp2Iterate N x k) := by
  by_contra! h
  -- with a smaller error the target is never crossed, so the branch never changes
  have same : ∀ k, K ≤ k → (N ≤ electronNumber (sp2Iterate N x (k + 1)) ↔
      N ≤ electronNumber (sp2Iterate N x k)) := by
    intro k hk
    by_contra hc
    have h2 := error_at_crossing (sp2Iterate_mem hx k) hc
    have h3 := h k hk
    linarith
  have all : ∀ j, (N ≤ electronNumber (sp2Iterate N x (K + j)) ↔
      N ≤ electronNumber (sp2Iterate N x K)) := by
    intro j
    induction j with
    | zero => exact Iff.rfl
    | succ j ih => exact (same (K + j) (by omega)).trans ih
  by_cases hK : N ≤ electronNumber (sp2Iterate N x K)
  · -- squaring forever empties every level
    have lim := tendsto_of_squaring (y := fun j => sp2Iterate N x (K + j))
      (sp2Iterate_mem hx K)
      (fun j i => congrFun (sp2Step_of_le ((all j).mpr hK)) i)
    have h2 := ge_of_tendsto' lim (fun j => (all j).mpr hK)
    linarith
  · -- the other polynomial squares the holes and fills every level
    have lim := tendsto_of_squaring (y := fun j i => 1 - sp2Iterate N x (K + j) i)
      (fun i => by
        have h2 := sp2Iterate_mem (N := N) hx K i
        exact ⟨sub_pos.mpr h2.2, sub_lt_self 1 h2.1⟩)
      (fun j i => by
        have h2 : sp2Iterate N x (K + (j + 1)) i =
            2 * sp2Iterate N x (K + j) i - sp2Iterate N x (K + j) i ^ 2 :=
          congrFun (sp2Step_of_not_le (fun a => hK ((all j).mp a))) i
        change 1 - sp2Iterate N x (K + (j + 1)) i = (1 - sp2Iterate N x (K + j) i) ^ 2
        rw [h2]
        ring)
    have holes : ∀ z : Fin n → ℝ,
        electronNumber (fun i => 1 - z i) = n - electronNumber z := by
      intro z
      simp [electronNumber, Finset.sum_sub_distrib]
    have h2 : (n : ℝ) - N ≤ 0 := ge_of_tendsto' lim (fun j => by
      have h3 : ¬ N ≤ electronNumber (sp2Iterate N x (K + j)) := fun a => hK ((all j).mp a)
      rw [holes]
      linarith)
    linarith

/-- For initial occupations strictly between 0 and 1 and a non-integer target strictly between 0 and
the number of levels, the total idempotency error of the SP2 iteration does not tend to zero. -/
theorem error_not_tendsto_zero (hx : ∀ i, 0 < x i ∧ x i < 1) (h0 : 0 < N) (h1 : N < n)
    (hN : ∀ m : ℤ, N ≠ m) :
    ¬ Tendsto (fun k => idempotencyError (sp2Iterate N x k)) atTop (𝓝 0) := by
  intro h
  have hpos : 0 < |N - round N| / 3 :=
    div_pos (abs_pos.mpr (sub_ne_zero.mpr (hN _))) (by norm_num)
  obtain ⟨K, hK⟩ := eventually_atTop.mp (h.eventually_lt_const hpos)
  obtain ⟨k, hk, hle⟩ := error_recurs hx h0 h1 K
  exact not_lt_of_ge hle (hK k hk)

/-- For initial occupations strictly between 0 and 1 and a non-integer target strictly between 0 and
the number of levels, the electron number of the SP2 iteration does not converge to any value. -/
theorem electronNumber_not_convergent (hx : ∀ i, 0 < x i ∧ x i < 1) (h0 : 0 < N) (h1 : N < n)
    (hN : ∀ m : ℤ, N ≠ m) :
    ¬ ∃ T : ℝ, Tendsto (fun k => electronNumber (sp2Iterate N x k)) atTop (𝓝 T) := by
  rintro ⟨T, hT⟩
  -- successive differences would vanish, but their size is the idempotency error
  have d := ((hT.comp (tendsto_add_atTop_nat 1)).sub hT).abs
  rw [sub_self, abs_zero] at d
  refine error_not_tendsto_zero hx h0 h1 hN (d.congr fun k => ?_)
  have he : 0 ≤ idempotencyError (sp2Iterate N x k) := Finset.sum_nonneg fun i _ => by
    have h := sp2Iterate_mem (N := N) hx k i
    nlinarith [mul_pos h.1 (sub_pos.mpr h.2)]
  change |electronNumber (sp2Step N (sp2Iterate N x k)) -
    electronNumber (sp2Iterate N x k)| = _
  rw [electronNumber_step]
  split_ifs
  · rw [sub_right_comm, sub_self, zero_sub, abs_neg, abs_of_nonneg he]
  · rw [add_sub_cancel_left, abs_of_nonneg he]

/-- For one level with target one half and initial occupation `(√5 - 1)/2`, the idempotency error
equals `√5 - 2` at every step. -/
theorem half_electron_constant_error (k : ℕ) :
    idempotencyError (sp2Iterate (1 / 2) (fun _ : Fin 1 => (√5 - 1) / 2) k) = √5 - 2 := by
  have h5 : √5 ^ 2 = 5 := Real.sq_sqrt (by norm_num)
  have h2 : 2 < √5 := by nlinarith [Real.sqrt_nonneg 5]
  obtain ⟨g, hg⟩ : ∃ g : ℝ, g = (√5 - 1) / 2 := ⟨_, rfl⟩
  rw [← hg]
  have hsq : g ^ 2 = 1 - g := by rw [hg]; linear_combination h5 / 4
  have T1 : ∀ a : ℝ, electronNumber (fun _ : Fin 1 => a) = a := by
    intro a
    simp [electronNumber]
  have c1 : 1 / 2 ≤ electronNumber (fun _ : Fin 1 => g) := by rw [T1]; linarith
  have c2 : ¬ 1 / 2 ≤ electronNumber (fun _ : Fin 1 => 1 - g) := by
    rw [T1]
    intro h
    linarith
  -- at every step the occupation is g or 1 - g
  have key : sp2Iterate (1 / 2) (fun _ : Fin 1 => g) k = (fun _ => g) ∨
      sp2Iterate (1 / 2) (fun _ : Fin 1 => g) k = (fun _ => 1 - g) := by
    induction k with
    | zero => exact Or.inl rfl
    | succ k ih =>
      rcases ih with ih | ih
      · right
        change sp2Step (1 / 2) (sp2Iterate (1 / 2) (fun _ : Fin 1 => g) k) = _
        rw [ih]
        exact (sp2Step_of_le c1).trans (funext fun _ => hsq)
      · left
        change sp2Step (1 / 2) (sp2Iterate (1 / 2) (fun _ : Fin 1 => g) k) = _
        rw [ih]
        exact (sp2Step_of_not_le c2).trans (funext fun _ => by linear_combination -hsq)
  have E1 : ∀ a : ℝ, idempotencyError (fun _ : Fin 1 => a) = a - a ^ 2 := by
    intro a
    simp [idempotencyError]
  rcases key with h | h
  · rw [h, E1]
    linear_combination 2 * hg - hsq
  · rw [h, E1]
    linear_combination 2 * hg - hsq

end

end SP2FractionalElectronNumber
```

```lean
#print axioms SP2FractionalElectronNumber.error_not_tendsto_zero
#print axioms SP2FractionalElectronNumber.electronNumber_not_convergent
#print axioms SP2FractionalElectronNumber.half_electron_constant_error
```

```
'SP2FractionalElectronNumber.error_not_tendsto_zero' depends on axioms: [propext, Classical.choice, Quot.sound]
'SP2FractionalElectronNumber.electronNumber_not_convergent' depends on axioms: [propext, Classical.choice, Quot.sound]
'SP2FractionalElectronNumber.half_electron_constant_error' depends on axioms: [propext, Classical.choice, Quot.sound]
```

## Late steps, exact arithmetic and a fixed target

The bound holds at arbitrarily late steps, not at every step, and nothing is said about how often it is reached. `error_recurs` also accepts an integer $N$, but then $d=0$ and it carries no information; whether SP2 converges for integer targets is a separate question.

The arithmetic is exact and $N$ stays fixed. Rounding, the truncation of small matrix elements and any change of target during the run are absent from the model. Initial occupations equal to 0 or 1 are excluded with reason: if all of them have these values, the error is zero from the start.

The theorems are about occupation vectors. A version for Hermitian matrices would replace $T$ by a trace and `hx` by a condition on the eigenvalues. It would sit closer to the code, at the price of a preliminary step that reduces the matrix iteration to its eigenvalues; the bound itself would be the same.
